# Bounds on the mean-field Ising magnetization and the critical exponent one half

Q: Cut the expansion of tanh at cubic order and you have no idea how wrong the answer is. Take the mean-field Ising magnet in zero field, $m=\tanh(Km)$, with $m$ the magnetization per spin in units of saturation and $K=T_c/T$, where $T$ is the temperature and $T_c$ the mean-field critical temperature. The truncation gives $m^2=3(K-1)/K^3$, which is $0.375$ at $K=2$. The actual positive solution has $m^2\approx0.92$. Why should I trust the exponent read off from that formula?

A: You can replace the truncation by inequalities. Every solution with $m>0$ has $K>1$ and satisfies
$$1-\frac1K\le m^2\le 3(K-1),\qquad \frac1K\le\frac{m^2}{K-1}\le3 .$$
At $K=2$ the lower bound is $0.5$, so it already rules out $0.375$.

Q: Derive it by hand, then.

A: Since $1\pm\tanh y=e^{\pm y}/\cosh y$, setting $y=Km$ (the dimensionless molecular field felt by one spin, which is what "field" means in the lemma names below; the external field is zero) gives
$$L(m):=\log(1+m)-\log(1-m)=2Km .$$
Also $m<1$, because it is a value of tanh. Now $L'(x)=2/(1-x^2)$, and for $0\le x\le m$
$$L'(x)-(2+2x^2)=\frac{2x^4}{1-x^2}\ge0,$$
$$\frac{d}{dx}\left[2x+\frac23\frac{x^3}{1-x^2}\right]-L'(x)=\frac43\frac{x^4}{(1-x^2)^2}\ge0 .$$
Both differences vanish at zero before differentiation, so integrating from $0$ to $m$ and dividing by $2m$ gives
$$1+\frac{m^2}{3}\le K\le1+\frac{m^2}{3(1-m^2)} .$$
The left inequality yields $K>1$ and $m^2\le3(K-1)$. The right one rearranges to $3(K-1)\le(3K-2)m^2$. Hence
$$\frac{3(K-1)}{3K-2}\le m^2\le3(K-1).$$
As $3K-2<3K$, the lower end is at least $(K-1)/K=1-1/K$. Dividing by $K-1$ gives the bounds on the ratio.

Q: Give me numbers I can check.

A: Choose $m=1/2$. Then $2Km=\log3$ gives $K=\log3\approx1.0986$. The simple window is $0.090\le0.25\le0.296$, and the sharper lower end is $0.228$. The ratio $m^2/(K-1)\approx2.54$ lies between $0.91$ and $3$.

Q: And the exponent?

A: The sharper window gives $3/(3K-2)\le m^2/(K-1)\le3$, so the ratio tends to $3$ as $K$ decreases to $1$. For $1<K<2$,
$$\frac{\log m}{\log(K-1)}=\frac12+\frac12\,\frac{\log\!\big(m^2/(K-1)\big)}{\log(K-1)} .$$
The last numerator tends to $\log3$ and its denominator to $-\infty$, which leaves $1/2$.

Q: Now the formal version. What has been taken as the physics?

A: Only the self-consistency equation, for real numbers `K` and `m`.

```lean
import Mathlib

open Filter Topology Set

namespace MeanFieldCriticalExponent

/-- The mean-field self-consistency equation for the magnetization `m` per spin at
reduced coupling `K` in zero external field. -/
def MeanFieldEq (K m : ℝ) : Prop := m = Real.tanh (K * m)
```

Q: So no spins and no Hamiltonian?

A: None. The mean-field equation is the starting point and is not derived from a lattice model. The exponent is therefore the mean-field one, and says nothing about short-range Ising magnets in two or three dimensions.

Q: The bounds need $K>1$ and $m<1$, but the definition assumes neither. Where are they?

A: They are conclusions. The first lemma supplies $m<1$, using $\cosh x-\sinh x=e^{-x}>0$. The second is the inversion of tanh.

```lean
/-- The magnetization produced by a finite field is below saturation. -/
theorem tanh_below_saturation (x : ℝ) : Real.tanh x < 1 := by
  rw [Real.tanh_eq_sinh_div_cosh, div_lt_one (Real.cosh_pos x)]
  have h := Real.cosh_sub_sinh x
  have hp := Real.exp_pos (-x)
  linarith

/-- Inversion of `tanh`: the difference `log (1 + tanh x) - log (1 - tanh x)` equals `2 * x`. -/
theorem field_of_magnetization (x : ℝ) :
    Real.log (1 + Real.tanh x) - Real.log (1 - Real.tanh x) = 2 * x := by
  have hc := (Real.cosh_pos x).ne'
  have h1 : 1 + Real.tanh x = Real.exp x / Real.cosh x := by
    rw [eq_div_iff hc, Real.tanh_eq_sinh_div_cosh, add_mul, div_mul_cancel₀ _ hc, one_mul,
      Real.cosh_add_sinh]
  have h2 : 1 - Real.tanh x = Real.exp (-x) / Real.cosh x := by
    rw [eq_div_iff hc, Real.tanh_eq_sinh_div_cosh, sub_mul, div_mul_cancel₀ _ hc, one_mul,
      Real.cosh_sub_sinh]
  rw [h1, h2, Real.log_div (Real.exp_pos _).ne' hc, Real.log_div (Real.exp_pos _).ne' hc,
    Real.log_exp, Real.log_exp]
  ring
```

Q: How does Lean integrate the slope inequalities?

A: It uses monotonicity instead: a function with nonnegative derivative on $[0,m]$ that starts at zero ends nonnegative. `field_bounds` applies this to the two differences above. In each half, `field_simp` and `ring` verify the formula for the slope, and `positivity` gives its sign.

```lean
/-- A function that vanishes at zero and has nonnegative slope up to `m` is nonnegative at `m`. -/
theorem nonneg_of_slope {f f' : ℝ → ℝ} {m : ℝ} (hm : 0 ≤ m) (h0 : f 0 = 0)
    (hd : ∀ x ∈ Icc 0 m, HasDerivAt f (f' x) x) (hp : ∀ x ∈ Icc 0 m, 0 ≤ f' x) :
    0 ≤ f m := by
  have mono : MonotoneOn f (Icc 0 m) :=
    monotoneOn_of_deriv_nonneg (convex_Icc 0 m)
      (fun x hx => (hd x hx).continuousAt.continuousWithinAt)
      (fun x hx => (hd x (interior_subset hx)).differentiableAt.differentiableWithinAt)
      (fun x hx => by
        rw [(hd x (interior_subset hx)).deriv]
        exact hp x (interior_subset hx))
  have h := mono (left_mem_Icc.2 hm) (right_mem_Icc.2 hm) hm
  rwa [h0] at h

/-- For `0 ≤ m < 1`, the difference `log (1 + m) - log (1 - m)` lies between
`2m + (2/3) m³` and `2m + (2/3) m³ / (1 - m²)`. -/
theorem field_bounds {m : ℝ} (hm : 0 ≤ m) (hm1 : m < 1) :
    2 * m + 2 / 3 * m ^ 3 ≤ Real.log (1 + m) - Real.log (1 - m) ∧
    Real.log (1 + m) - Real.log (1 - m) ≤ 2 * m + 2 / 3 * (m ^ 3 / (1 - m ^ 2)) := by
  have hu : ∀ x ∈ Icc 0 m, 0 < 1 - x ^ 2 := fun x hx => by nlinarith [hx.1, hx.2]
  have hlog : ∀ x ∈ Icc 0 m, HasDerivAt (fun y : ℝ => Real.log (1 + y) - Real.log (1 - y))
      (2 / (1 - x ^ 2)) x := by
    intro x hx
    have ha : 1 + x ≠ 0 := by linarith [hx.1]
    have hb : 1 - x ≠ 0 := by linarith [hx.2]
    have h1 : HasDerivAt (fun y : ℝ => Real.log (1 + y)) (1 / (1 + x)) x :=
      ((hasDerivAt_id' x).const_add 1).log ha
    have h2 : HasDerivAt (fun y : ℝ => Real.log (1 - y)) (-1 / (1 - x)) x :=
      ((hasDerivAt_id' x).const_sub 1).log hb
    refine (h1.fun_sub h2).congr_deriv ?_
    rw [div_sub_div _ _ ha hb, show 1 - x ^ 2 = (1 + x) * (1 - x) by ring]
    congr 1
    ring
  have hlin : ∀ x : ℝ, HasDerivAt (fun y : ℝ => 2 * y) 2 x := fun x => by
    simpa using (hasDerivAt_id' x).const_mul (2 : ℝ)
  have hcub : ∀ x : ℝ, HasDerivAt (fun y : ℝ => y ^ 3) (3 * x ^ 2) x := fun x => by
    simpa using hasDerivAt_pow 3 x
  have hsq : ∀ x : ℝ, HasDerivAt (fun y : ℝ => y ^ 2) (2 * x) x := fun x => by
    simpa using hasDerivAt_pow 2 x
  constructor
  · -- the slope of the difference is 2 x⁴ / (1 - x²)
    have h := nonneg_of_slope hm (by simp) (fun x hx =>
      (hlog x hx).fun_sub ((hlin x).fun_add ((hcub x).const_mul (2 / 3)))) (fun x hx => by
        have hx' := hu x hx
        have e : 2 / (1 - x ^ 2) - (2 + 2 / 3 * (3 * x ^ 2)) = 2 * x ^ 4 / (1 - x ^ 2) := by
          have := hx'.ne'
          field_simp
          ring
        rw [e]
        positivity)
    linarith
  · -- the slope of the difference is (4/3) x⁴ / (1 - x²)²
    have h := nonneg_of_slope hm (by simp) (fun x hx =>
      ((hlin x).fun_add (((hcub x).fun_div ((hsq x).const_sub 1) (hu x hx).ne').const_mul
        (2 / 3))).fun_sub (hlog x hx)) (fun x hx => by
        have e : 2 + 2 / 3 * ((3 * x ^ 2 * (1 - x ^ 2) - x ^ 3 * (-(2 * x))) / (1 - x ^ 2) ^ 2)
            - 2 / (1 - x ^ 2) = 4 / 3 * x ^ 4 / (1 - x ^ 2) ^ 2 := by
          have := (hu x hx).ne'
          field_simp
          ring
        rw [e]
        positivity)
    linarith
```

Q: Then the division by $m$?

A: That is `le_of_mul_le_mul_left` in `sharp_window`, which cancels the positive factor `m`. The hypotheses are just `0 < m` and `MeanFieldEq K m`.

```lean
/-- A positive mean-field magnetization requires `K > 1`, and its square lies between
`3(K-1)/(3K-2)` and `3(K-1)`. -/
theorem sharp_window {K m : ℝ} (hm : 0 < m) (h : MeanFieldEq K m) :
    1 < K ∧ 3 * (K - 1) / (3 * K - 2) ≤ m ^ 2 ∧ m ^ 2 ≤ 3 * (K - 1) := by
  have ht : Real.tanh (K * m) = m := Eq.symm h
  have hm1 : m < 1 := ht ▸ tanh_below_saturation (K * m)
  have hL := field_of_magnetization (K * m)
  rw [ht] at hL
  obtain ⟨hlo, hhi⟩ := field_bounds hm.le hm1
  rw [hL] at hlo hhi
  have hup : m ^ 2 ≤ 3 * (K - 1) := le_of_mul_le_mul_left (by nlinarith) hm
  have hK : 1 < K := by nlinarith [pow_pos hm 2]
  have hu : 0 < 1 - m ^ 2 := by nlinarith
  have hq : 3 * (K - 1) ≤ m ^ 2 / (1 - m ^ 2) := by
    have e : m ^ 3 / (1 - m ^ 2) = m * (m ^ 2 / (1 - m ^ 2)) := by ring
    rw [e] at hhi
    exact le_of_mul_le_mul_left (by linarith) hm
  rw [le_div_iff₀ hu] at hq
  refine ⟨hK, ?_, hup⟩
  rw [div_le_iff₀ (by linarith)]
  linarith
```

The advertised bounds follow by clearing denominators; `key` is the inequality $K-1\le m^2K$.

```lean
/-- Every positive solution of the mean-field equation has `K > 1`, with `m²` between
`1 - 1/K` and `3(K-1)` and the ratio `m²/(K-1)` between `1/K` and `3`. -/
theorem magnetization_bounds {K m : ℝ} (hm : 0 < m) (h : MeanFieldEq K m) :
    1 < K ∧ (1 - 1 / K ≤ m ^ 2 ∧ m ^ 2 ≤ 3 * (K - 1)) ∧
      (1 / K ≤ m ^ 2 / (K - 1) ∧ m ^ 2 / (K - 1) ≤ 3) := by
  obtain ⟨hK, hlo, hup⟩ := sharp_window hm h
  have hK0 : 0 < K := by linarith
  have hK1 : 0 < K - 1 := by linarith
  rw [div_le_iff₀ (by linarith)] at hlo
  have key : K - 1 ≤ m ^ 2 * K := by nlinarith [sq_nonneg m]
  refine ⟨hK, ⟨?_, hup⟩, ?_, ?_⟩
  · rw [show 1 - 1 / K = (K - 1) / K by rw [sub_div, div_self hK0.ne'], div_le_iff₀ hK0]
    exact key
  · rw [div_le_div_iff₀ hK0 hK1]
    linarith
  · rwa [div_le_iff₀ hK1]
```

Q: Could I weaken `0 < m` to `0 ≤ m`?

A: That is an easy mistake. Zero solves the equation for every $K$, and at $K=2$ the lower bound would then claim $1/2\le0$.

Q: Perhaps there are no positive solutions, and you have bounded nothing.

A: There is one for every $K>1$. Put $a=\sqrt{1-1/K}$ and suppose $t=\tanh(Ka)<a$. Then $t>0$ and $1-t^2>1/K$, so the upper field bound gives
$$Ka\le t+\frac{t^3}{3(1-t^2)}<\frac{t}{1-t^2}<Kt<Ka,$$
a contradiction. So $\tanh(Km)-m$ is nonnegative at $m=a$ and negative at $m=1$, and the intermediate value theorem gives a zero between them.

```lean
/-- For every `K > 1` the mean-field equation has a solution with `0 < m < 1`. -/
theorem exists_magnetization {K : ℝ} (hK : 1 < K) :
    ∃ m, 0 < m ∧ m < 1 ∧ MeanFieldEq K m := by
  have hK0 : 0 < K := by linarith
  have hi : 1 / K < 1 := by rwa [div_lt_one hK0]
  have hi0 : 0 < 1 / K := by positivity
  obtain ⟨a, ha, hasq⟩ : ∃ a : ℝ, 0 < a ∧ a ^ 2 = 1 - 1 / K :=
    ⟨√(1 - 1 / K), Real.sqrt_pos.2 (by linarith), Real.sq_sqrt (by linarith)⟩
  have ha1 : a ≤ 1 := by nlinarith
  -- at the trial value a the response is at least a
  have hstart : a ≤ Real.tanh (K * a) := by
    by_contra hcon
    have hlt := lt_of_not_ge hcon
    have ht0 : 0 < Real.tanh (K * a) := by
      rw [Real.tanh_eq_sinh_div_cosh]
      exact div_pos (Real.sinh_pos_iff.2 (mul_pos hK0 ha)) (Real.cosh_pos _)
    have hb := (field_bounds ht0.le (tanh_below_saturation _)).2
    rw [field_of_magnetization] at hb
    generalize Real.tanh (K * a) = t at hlt ht0 hb
    have hu : 1 / K < 1 - t ^ 2 := by nlinarith
    have hu0 : 0 < 1 - t ^ 2 := by linarith
    have hinv : t / (1 - t ^ 2) < K * a := by
      rw [div_lt_iff₀ hu0]
      have h1 : K * (1 / K) = 1 := mul_one_div_cancel hK0.ne'
      have h2 : 1 < K * (1 - t ^ 2) := by nlinarith
      nlinarith
    have e : t / (1 - t ^ 2) = t + t ^ 3 / (1 - t ^ 2) := by
      have := hu0.ne'
      field_simp
      ring
    have hq : 0 < t ^ 3 / (1 - t ^ 2) := by positivity
    linarith
  have hcont : Continuous Real.tanh := by
    rw [show Real.tanh = fun x => Real.sinh x / Real.cosh x from
      funext Real.tanh_eq_sinh_div_cosh]
    exact Real.continuous_sinh.div Real.continuous_cosh (fun x => (Real.cosh_pos x).ne')
  have hf : Continuous (fun m : ℝ => Real.tanh (K * m) - m) :=
    (hcont.comp (continuous_const.mul continuous_id)).sub continuous_id
  have hend := tanh_below_saturation (K * 1)
  obtain ⟨m, hmem, hz⟩ := intermediate_value_Icc' ha1 hf.continuousOn
    (show (0 : ℝ) ∈ Icc (Real.tanh (K * 1) - 1) (Real.tanh (K * a) - a) from
      ⟨by linarith, by linarith⟩)
  have hm : m = Real.tanh (K * m) := (sub_eq_zero.1 hz).symm
  exact ⟨m, lt_of_lt_of_le ha hmem.1, hm ▸ tanh_below_saturation (K * m), hm⟩
```

Q: Is that solution unique?

A: It is, but the file neither proves nor needs this. The limits take any function `m` that picks a positive solution at each `K > 1`, with no continuity assumed. The filter `𝓝[>] 1` means that $K$ approaches $1$ from above, that is, $T$ rises to $T_c$. The amplitude theorem is the squeeze.

```lean
/-- Along any positive solution branch, `m²/(K-1)` tends to `3` as `K` decreases to `1`. -/
theorem critical_amplitude {m : ℝ → ℝ} (h : ∀ K > 1, 0 < m K ∧ MeanFieldEq K (m K)) :
    Tendsto (fun K => m K ^ 2 / (K - 1)) (𝓝[>] 1) (𝓝 3) := by
  have hc : ContinuousAt (fun K : ℝ => 3 / (3 * K - 2)) 1 :=
    ContinuousAt.div continuousAt_const (by fun_prop) (by norm_num)
  have ht : Tendsto (fun K : ℝ => 3 / (3 * K - 2)) (𝓝[>] 1) (𝓝 3) := by
    have h1 := hc.tendsto.mono_left (nhdsWithin_le_nhds (s := Ioi 1))
    have e : (3 : ℝ) / (3 * 1 - 2) = 3 := by norm_num
    simpa only [e] using h1
  refine tendsto_of_tendsto_of_tendsto_of_le_of_le' ht tendsto_const_nhds ?_ ?_
  · filter_upwards [self_mem_nhdsWithin] with K hK
    obtain ⟨hK1, hlo, -⟩ := sharp_window (h K hK).1 (h K hK).2
    rw [div_le_iff₀ (by linarith)] at hlo
    rw [div_le_div_iff₀ (by linarith) (by linarith)]
    exact hlo
  · filter_upwards [self_mem_nhdsWithin] with K hK
    exact (magnetization_bounds (h K hK).1 (h K hK).2).2.2.2
```

The exponent theorem takes the logarithm of that limit and multiplies it by $1/\log(K-1)\to0$. The identity I wrote for $1<K<2$ is checked by `linear_combination`.

```lean
/-- Along any positive solution branch, `log m / log (K-1)` tends to the critical exponent
`1/2` as `K` decreases to `1`. -/
theorem critical_exponent {m : ℝ → ℝ} (h : ∀ K > 1, 0 < m K ∧ MeanFieldEq K (m K)) :
    Tendsto (fun K => Real.log (m K) / Real.log (K - 1)) (𝓝[>] 1) (𝓝 (1 / 2)) := by
  have hs : Tendsto (fun K : ℝ => K - 1) (𝓝[>] 1) (𝓝[≠] 0) := by
    refine tendsto_nhdsWithin_iff.2 ⟨?_, ?_⟩
    · have hc : Continuous (fun K : ℝ => K - 1) := by fun_prop
      simpa using (hc.tendsto 1).mono_left (nhdsWithin_le_nhds (s := Ioi 1))
    · filter_upwards [self_mem_nhdsWithin] with K hK
      exact sub_ne_zero.2 (ne_of_gt hK)
  have hinv := tendsto_inv_atBot_zero.comp (Real.tendsto_log_nhdsNE_zero.comp hs)
  have hr := (critical_amplitude h).log (by norm_num)
  have hlim := ((hr.mul hinv).const_mul (1 / 2)).const_add (1 / 2)
  rw [mul_zero, mul_zero, add_zero] at hlim
  refine hlim.congr' ?_
  filter_upwards [Ioo_mem_nhdsGT (one_lt_two : (1 : ℝ) < 2)] with K hK
  have hK1 : 0 < K - 1 := by linarith [hK.1]
  have hL : Real.log (K - 1) ≠ 0 := (Real.log_neg hK1 (by linarith [hK.2])).ne
  have hc := mul_inv_cancel₀ hL
  have hlog : Real.log (m K ^ 2 / (K - 1)) = 2 * Real.log (m K) - Real.log (K - 1) := by
    rw [Real.log_div (pow_pos (h K hK.1).1 2).ne' hK1.ne', Real.log_pow]
    norm_num
  simp only [Function.comp_apply]
  rw [hlog, div_eq_mul_inv (Real.log (m K))]
  linear_combination (-1 / 2) * hc

end MeanFieldCriticalExponent
```

```lean
#print axioms MeanFieldCriticalExponent.exists_magnetization
-- 'MeanFieldCriticalExponent.exists_magnetization' depends on axioms: [propext, Classical.choice, Quot.sound]
#print axioms MeanFieldCriticalExponent.critical_exponent
-- 'MeanFieldCriticalExponent.critical_exponent' depends on axioms: [propext, Classical.choice, Quot.sound]
```

Q: I would have measured the distance from criticality by $\tau=(T_c-T)/T_c$.

A: Then $\tau=1-1/K$ and $K-1=\tau/(1-\tau)$, so the window reads $\tau\le m^2\le3\tau/(1-\tau)$. The bounds change their form, but the limiting amplitude $3$ and the exponent $1/2$ stay the same.

Q: Can I use any of this in a calculation?

A: If you iterate this one-parameter mean-field equation numerically, a positive value outside the window cannot be a solution, while a value inside it need not be one. Close to $K=1$, where plain iteration converges slowly, use the sharper window: its upper end is $3K-2$ times its lower end, and this factor tends to $1$.
